# Joining weighted walkers: unbiased selection and the variance it adds

Q: In a diffusion Monte Carlo run, two walkers have drifted to small weights $w_1,w_2>0$. I keep one and give it the weight $w_1+w_2$. If their local energies $f_1,f_2$ differ, I have discarded information. What exactly survives, and does a formal statement about finite sums capture it?

A: The average survives, at the price of some variance. Take any nonempty finite group with weights $w_i>0$, values $f_i$ and total $W=\sum_i w_i$. Walker $i$ survives with probability $p_i=w_i/W$ and then contributes $X_i=Wf_i$. The only randomness is which walker survives, so finite sums suffice. The file starts with a finite type `ι` of walkers; `K` will later label states of the population.

```lean
import Mathlib

open Finset

namespace WalkerJoining

noncomputable section

variable {ι K : Type*} [Fintype ι] [Fintype K]
```

Q: Where are the expectation and the variance?

A: They are explicit sums over outcomes. The definitions accept any real function `p`; that it is normalised must be proved or assumed.

```lean
/-- Mean of a quantity `X` over finitely many outcomes with probabilities `p`. -/
def mean (p X : ι → ℝ) : ℝ := ∑ i, p i * X i

/-- Variance of a quantity `X` over finitely many outcomes with probabilities `p`. -/
def variance (p X : ι → ℝ) : ℝ := ∑ i, p i * (X i - mean p X) ^ 2
```

The physics enters through the selection rule $p_i$ and the contribution $X_i$:

```lean
/-- Probability that walker `i` survives the joining: its share of the total weight. -/
def joinProb (w : ι → ℝ) (i : ι) : ℝ := w i / ∑ j, w j

/-- Weighted value after joining if walker `i` survives: it carries the total weight. -/
def joinedValue (w f : ι → ℝ) (i : ι) : ℝ := (∑ j, w j) * f i
```

Q: Then show that these $p_i$ are probabilities.

A: They are positive because the weights are, and $\sum_i p_i=W/W=1$. Also $p_iW=w_i$, which does most of the later work. Both proofs first establish $W>0$, so that the division is legitimate.

```lean
/-- The survival probability of a walker times the total weight is its original weight. -/
theorem joinProb_mul_total [Nonempty ι] {w : ι → ℝ} (hw : ∀ i, 0 < w i) (i : ι) :
    joinProb w i * ∑ j, w j = w i := by
  have hW : 0 < ∑ j, w j := Finset.sum_pos (fun j _ => hw j) Finset.univ_nonempty
  exact div_mul_cancel₀ _ hW.ne'

/-- The survival probabilities add up to one. -/
theorem sum_joinProb [Nonempty ι] {w : ι → ℝ} (hw : ∀ i, 0 < w i) :
    ∑ i, joinProb w i = 1 := by
  have hW : 0 < ∑ j, w j := Finset.sum_pos (fun j _ => hw j) Finset.univ_nonempty
  unfold joinProb
  rw [← Finset.sum_div]
  exact div_self hW.ne'
```

Q: How do you get the variance without a mess of squares?

A: Use moments about an arbitrary point $c$. With $m=\sum_i p_iX_i$ and $\sum_i p_i=1$,

$$\sum_i p_i(X_i-c)^2=\sum_i p_iX_i^2-2cm+c^2 .$$

Setting $c=m$ gives the variance $V=\sum_i p_iX_i^2-m^2$. Hence the moment about $c$ is $V+(m-c)^2$. In the proof, `key` is the displayed expansion, used once at `c` and once at the mean.

```lean
/-- The second moment about any point `c` is the variance plus the squared distance
of the mean from `c`. -/
theorem moment_about {p : ι → ℝ} (hp : ∑ i, p i = 1) (X : ι → ℝ) (c : ℝ) :
    ∑ i, p i * (X i - c) ^ 2 = variance p X + (mean p X - c) ^ 2 := by
  have key : ∀ a : ℝ, ∑ i, p i * (X i - a) ^ 2
      = ∑ i, p i * X i ^ 2 - 2 * a * mean p X + a ^ 2 := by
    intro a
    have h : ∑ i, p i * (X i - a) ^ 2
        = ∑ i, p i * X i ^ 2 - 2 * a * ∑ i, p i * X i + a ^ 2 * ∑ i, p i := by
      simp only [Finset.mul_sum]
      rw [← Finset.sum_sub_distrib, ← Finset.sum_add_distrib]
      exact Finset.sum_congr rfl fun i _ => by ring
    rw [hp, mul_one] at h
    exact h
  unfold variance
  rw [key c, key (mean p X)]
  ring
```

Q: And the mean itself?

A: One line: $m=\sum_i p_iWf_i=\sum_i w_if_i$. Lean multiplies $p_iW=w_i$ by $f_i$ in each term.

```lean
/-- Joining is unbiased: the expected weighted value is the total weighted value of
the original walkers. -/
theorem join_mean [Nonempty ι] {w : ι → ℝ} (hw : ∀ i, 0 < w i) (f : ι → ℝ) :
    mean (joinProb w) (joinedValue w f) = ∑ i, w i * f i := by
  unfold mean joinedValue
  exact Finset.sum_congr rfl fun i _ => by
    linear_combination f i * joinProb_mul_total hw i
```

For the variance, take $c=0$. The second moment is $\sum_i p_iW^2f_i^2=W\sum_i w_if_i^2$, so

$$V=W\sum_i w_if_i^2-\Big(\sum_i w_if_i\Big)^2 .$$

Expanding the square in the pair sum gives

$$\sum_{i,j}w_iw_j(f_i-f_j)^2=2W\sum_i w_if_i^2-2\Big(\sum_i w_if_i\Big)^2=2V .$$

Below, `h2` is the second moment, while `inner` and `pairs` expand the pair sum, first over $j$ and then over $i$.

```lean
/-- The variance caused by joining a group of walkers is half the sum over ordered pairs
of the product of their weights times the squared difference of their values. -/
theorem join_variance [Nonempty ι] {w : ι → ℝ} (hw : ∀ i, 0 < w i) (f : ι → ℝ) :
    variance (joinProb w) (joinedValue w f)
      = 1 / 2 * ∑ i, ∑ j, w i * w j * (f i - f j) ^ 2 := by
  -- second moment of the joined value
  have h := moment_about (sum_joinProb hw) (joinedValue w f) 0
  rw [join_mean hw] at h
  have h2 : ∑ i, joinProb w i * (joinedValue w f i - 0) ^ 2
      = (∑ j, w j) * ∑ i, w i * f i ^ 2 := by
    rw [Finset.mul_sum]
    refine Finset.sum_congr rfl fun i _ => ?_
    unfold joinedValue
    linear_combination ((∑ j, w j) * f i ^ 2) * joinProb_mul_total hw i
  -- expansion of the pair sum
  have inner : ∀ i, ∑ j, w i * w j * (f i - f j) ^ 2
      = w i * f i ^ 2 * (∑ j, w j) - w i * f i * (2 * ∑ j, w j * f j)
        + w i * ∑ j, w j * f j ^ 2 := by
    intro i
    simp only [Finset.mul_sum]
    rw [← Finset.sum_sub_distrib, ← Finset.sum_add_distrib]
    exact Finset.sum_congr rfl fun j _ => by ring
  have pairs : ∑ i, ∑ j, w i * w j * (f i - f j) ^ 2
      = 2 * ((∑ j, w j) * ∑ i, w i * f i ^ 2) - 2 * (∑ i, w i * f i) ^ 2 := by
    rw [Finset.sum_congr rfl fun i _ => inner i, Finset.sum_add_distrib,
      Finset.sum_sub_distrib, ← Finset.sum_mul, ← Finset.sum_mul, ← Finset.sum_mul]
    ring
  rw [pairs]
  linarith
```

Q: My case has two walkers. Where did the half go?

A: The ordered pairs $(1,2)$ and $(2,1)$ contribute equally, and the diagonal vanishes. What remains is $w_1w_2(f_1-f_2)^2$. In Lean, `![w₁, w₂]` is the list of weights, with positions counted from 0.

```lean
/-- Joining two walkers preserves the expected weighted value `w₁ f₁ + w₂ f₂` and
causes the variance `w₁ w₂ (f₁ - f₂)²`. -/
theorem join_two {w₁ w₂ : ℝ} (h₁ : 0 < w₁) (h₂ : 0 < w₂) (f₁ f₂ : ℝ) :
    mean (joinProb ![w₁, w₂]) (joinedValue ![w₁, w₂] ![f₁, f₂]) = w₁ * f₁ + w₂ * f₂ ∧
    variance (joinProb ![w₁, w₂]) (joinedValue ![w₁, w₂] ![f₁, f₂])
      = w₁ * w₂ * (f₁ - f₂) ^ 2 := by
  have hw : ∀ i, 0 < ![w₁, w₂] i := Fin.forall_fin_two.2 ⟨h₁, h₂⟩
  rw [join_mean hw, join_variance hw]
  constructor
  · simp [Fin.sum_univ_two]
  · simp only [Fin.sum_univ_two, Matrix.cons_val_zero, Matrix.cons_val_one]
    ring
```

Q: Give me numbers.

A: Take $w=(0.2,0.3)$ and $f=(1,2)$. Then $W=0.5$, the probabilities are $0.4$ and $0.6$, and the possible contributions are $0.5$ and $1$. The mean is $0.2+0.6=0.8$, equal to $0.2\cdot1+0.3\cdot2$. The variance is $0.4(0.3)^2+0.6(0.2)^2=0.06$, equal to $0.2\cdot0.3\cdot(1-2)^2$.

Q: Could I favour the walker with the lower energy and still be unbiased?

A: Not for every observable, if the survivor carries $W$. Test with the observable that is 1 on walker $i$ and 0 elsewhere: unbiasedness demands $p_iW=w_i$, which fixes $p_i$. The theorem does not even assume that `p` is normalised. For one particular observable, other rules may work; if all $f_i$ agree, any normalised rule does.

```lean
/-- A selection rule for a survivor carrying the total weight is unbiased for every
observable exactly when it selects in proportion to the weights. -/
theorem unbiased_iff [Nonempty ι] {w : ι → ℝ} (hw : ∀ i, 0 < w i) (p : ι → ℝ) :
    (∀ f, mean p (joinedValue w f) = ∑ i, w i * f i) ↔ p = joinProb w := by
  classical
  constructor
  · intro h
    funext i
    -- test with the observable that singles out walker `i`
    have hi := h (fun j => if j = i then 1 else 0)
    simp only [mean, joinedValue, mul_ite, mul_one, mul_zero, Finset.sum_ite_eq',
      Finset.mem_univ, if_true] at hi
    have hW : 0 < ∑ j, w j := Finset.sum_pos (fun j _ => hw j) Finset.univ_nonempty
    exact (eq_div_iff hW.ne').2 hi
  · rintro rfl f
    exact join_mean hw f
```

Q: When is joining free?

A: Exactly when all the values agree. The pair sum has nonnegative terms, so if it vanishes, each term does; since $w_iw_j>0$, this forces $f_i=f_j$. A group of one walker is the trivial case.

```lean
/-- Joining causes no variance exactly when all joined walkers have the same value. -/
theorem join_variance_eq_zero_iff [Nonempty ι] {w : ι → ℝ} (hw : ∀ i, 0 < w i)
    (f : ι → ℝ) :
    variance (joinProb w) (joinedValue w f) = 0 ↔ ∀ i j, f i = f j := by
  rw [join_variance hw]
  constructor
  · intro h i j
    have hn : ∀ i j, 0 ≤ w i * w j * (f i - f j) ^ 2 := fun i j =>
      mul_nonneg (mul_pos (hw i) (hw j)).le (sq_nonneg _)
    have h0 : ∑ i, ∑ j, w i * w j * (f i - f j) ^ 2 = 0 := by linarith
    -- a vanishing sum of nonnegative terms vanishes term by term
    have h1 := (Finset.sum_eq_zero_iff_of_nonneg
      (fun i _ => Finset.sum_nonneg (fun j _ => hn i j))).1 h0 i (Finset.mem_univ i)
    have h2 := (Finset.sum_eq_zero_iff_of_nonneg
      (fun j _ => hn i j)).1 h1 j (Finset.mem_univ j)
    have h3 := (mul_eq_zero.1 h2).resolve_left (mul_pos (hw i) (hw j)).ne'
    exact sub_eq_zero.1 (pow_eq_zero_iff two_ne_zero |>.1 h3)
  · intro h
    have h0 : ∑ i, ∑ j, w i * w j * (f i - f j) ^ 2 = 0 :=
      Finset.sum_eq_zero fun i _ => Finset.sum_eq_zero fun j _ => by
        rw [h i j]; ring
    rw [h0, mul_zero]
```

Q: Does positivity matter, or is it decoration?

A: It matters. With weights $1$ and $0$ and values $1$ and $0$, the variance is zero although the values differ. With weights $1$ and $-1$ and the same values, the original contribution is $1$, but the survivor carries weight $0$ and contributes nothing, whatever the selection rule.

Q: My real objection is that the population was random before I joined anything. Why may I call this variance "added"?

A: Let state $k$ occur with probability $q_k$, and let the walkers not being joined contribute $R_k$. Before joining, the estimator is $B_k=R_k+\sum_i w_{ki}f_{ki}$, with mean $M$. Joining preserves its average within each state, hence also $M$. With $W_k=\sum_i w_{ki}$, $p_{ki}=w_{ki}/W_k$ and $V_k$ the joining variance in state $k$, the moment identity at $c=M-R_k$ gives

$$\sum_i p_{ki}(R_k+W_kf_{ki}-M)^2=V_k+(B_k-M)^2 .$$

Multiply by $q_k$ and sum: the new variance is the old one plus $\sum_k q_kV_k$. In the proof, `hm` is the equality of means and `h3` the identity within one state.

```lean
/-- For a random population, in state `k` with probability `q k` and with the other walkers
contributing `R k`, the variance of the estimator after joining is the variance before
joining plus the average of the joining variance. -/
theorem population_variance [Nonempty ι] (q R : K → ℝ) {w : K → ι → ℝ}
    (hw : ∀ k i, 0 < w k i) (f : K → ι → ℝ) :
    variance (fun x : K × ι => q x.1 * joinProb (w x.1) x.2)
        (fun x => R x.1 + joinedValue (w x.1) (f x.1) x.2)
      = variance q (fun k => R k + ∑ i, w k i * f k i)
        + ∑ k, q k * (1 / 2 * ∑ i, ∑ j, w k i * w k j * (f k i - f k j) ^ 2) := by
  -- joining leaves the overall mean unchanged
  have hm : mean (fun x : K × ι => q x.1 * joinProb (w x.1) x.2)
      (fun x => R x.1 + joinedValue (w x.1) (f x.1) x.2)
      = mean q (fun k => R k + ∑ i, w k i * f k i) := by
    unfold mean
    rw [Fintype.sum_prod_type]
    refine Finset.sum_congr rfl fun k _ => ?_
    have e : ∑ i, q k * joinProb (w k) i * (R k + joinedValue (w k) (f k) i)
        = q k * (R k * ∑ i, joinProb (w k) i
          + ∑ i, joinProb (w k) i * joinedValue (w k) (f k) i) := by
      rw [Finset.mul_sum, ← Finset.sum_add_distrib, Finset.mul_sum]
      exact Finset.sum_congr rfl fun i _ => by ring
    have h2 := join_mean (hw k) (f k)
    unfold mean at h2
    rw [sum_joinProb (hw k), h2, mul_one] at e
    exact e
  unfold variance
  rw [hm]
  generalize mean q (fun k => R k + ∑ i, w k i * f k i) = M
  rw [Fintype.sum_prod_type, ← Finset.sum_add_distrib]
  refine Finset.sum_congr rfl fun k _ => ?_
  -- within each state, split the second moment about the overall mean
  have h3 := moment_about (sum_joinProb (hw k)) (joinedValue (w k) (f k)) (M - R k)
  rw [join_variance (hw k), join_mean (hw k)] at h3
  have e : ∑ i, q k * joinProb (w k) i * (R k + joinedValue (w k) (f k) i - M) ^ 2
      = q k * ∑ i, joinProb (w k) i * (joinedValue (w k) (f k) i - (M - R k)) ^ 2 := by
    rw [Finset.mul_sum]
    exact Finset.sum_congr rfl fun i _ => by ring
  rw [h3] at e
  refine e.trans ?_
  ring

end

end WalkerJoining
```

```lean
#print axioms WalkerJoining.join_variance
#print axioms WalkerJoining.join_two
#print axioms WalkerJoining.join_variance_eq_zero_iff
#print axioms WalkerJoining.population_variance
```

```
'WalkerJoining.join_variance' depends on axioms: [propext, Classical.choice, Quot.sound]
'WalkerJoining.join_two' depends on axioms: [propext, Classical.choice, Quot.sound]
'WalkerJoining.join_variance_eq_zero_iff' depends on axioms: [propext, Classical.choice, Quot.sound]
'WalkerJoining.population_variance' depends on axioms: [propext, Classical.choice, Quot.sound]
```

Q: What does this leave out?

A: The set of states is finite, and the joined group has the same size in each of them. The identity holds for any real `q`, but its reading as a variance needs `q` to be a probability distribution. The estimator is a weighted sum at the moment of joining; later propagation and correlations between time steps are not modelled.

Q: And in my code?

A: Draw $u$ uniformly from $[0,1)$. If $u(w_1+w_2)<w_1$, keep walker 1, otherwise walker 2; then set the survivor's weight to $w_1+w_2$. For a given pair of weights, joining walkers with closer values adds less variance to the current sum.

Q: What if I track a second observable $g$ through the same joining?

A: Repeating the algebra with products in place of squares gives the covariance $\frac12\sum_{i,j}w_iw_j(f_i-f_j)(g_i-g_j)$. That one I have worked out only on paper; the file treats a single observable.
